# Chebyshev–Markov–Stieltjes inequalities for a finite spectrum

Let strengths f_i ≥ 0 sit at finitely many real energies e_i, and let a rule with weights w_k at n + 1 real nodes x_k (k = 0, …, n) satisfy

Σ_k w_k p(x_k) = Σ_i f_i p(e_i)

for every real polynomial p of degree at most 2n. Then at each node x_m

Σ_{x_k < x_m} w_k ≤ Σ_{e_i < x_m} f_i,

Σ_{e_i ≤ x_m} f_i ≤ Σ_{x_k ≤ x_m} w_k.

The rule thus brackets the cumulative strength at its own nodes. In electronic structure, f_i can be the squared overlap of a local orbital with the i-th eigenstate of a finite-dimensional Hamiltonian, and the inequalities then bound the integrated local density of states by means of a few moments.

A Gauss rule with n + 1 nodes is exact through degree 2n + 1, one degree more than is needed here. Its nodes are distinct and its weights positive, but the two inequalities assume neither.

## A polynomial that lies above the step

The sum of f_i over e_i ≤ x_m is the spectral sum of a step function, to which exactness does not apply. We therefore look for a polynomial that equals the step at the nodes and is nowhere below it.

Take r points a ≤ c and s points b > c, repetitions allowed. Write A(t) = ∏(t − a) and B(t) = ∏(b − t), with empty products equal to 1. There is a polynomial P of degree at most r + s − 1 (at most 0 if there are no points) with

P(t) = B(t) S(t), 1 − P(t) = A(t) R(t),

where S(t) ≥ 0 for t ≥ c and R(t) ≥ 0 for t ≤ c.

If there are no points a, take P = 0, S = 0, R = 1. If there are points a but no points b, take P = 1, S = 1, R = 0. Otherwise pick one a and one b, and let A′ and B′ be the products over the remaining points. Let P₁ solve the problem without a, and P₂ the problem without b, with cofactors S₁, R₁ and S₂, R₂. Put u = 1/(b − a) and

P = u [(t − a) P₁ + (b − t) P₂].

Since P₁ = (b − t) B′ S₁ and P₂ = B′ S₂,

P = (b − t) B′ · u [(t − a) S₁ + S₂].

Since u [(t − a) + (b − t)] = 1, while 1 − P₁ = A′ R₁ and 1 − P₂ = (t − a) A′ R₂,

1 − P = (t − a) A′ · u [R₁ + (b − t) R₂].

For t ≥ c we have t − a ≥ 0, so the new S is nonnegative; for t ≤ c we have b − t > 0, so the new R is nonnegative. The degree grows by at most one.

Now set c = x_m. List x_m once, and list twice every node below or above it. At most n nodes differ from x_m in position, so the degree is at most (1 + 2n) − 1 = 2n. Let L(t) be the product of t − x_k over the nodes below x_m, and V(t) the product of x_k − t over those above. Then

1 − P(t) = (t − x_m) L(t)² R(t) ≤ 0 for t ≤ x_m,

P(t) = V(t)² S(t) ≥ 0 for t > x_m.

So P ≥ 1 up to x_m and P ≥ 0 beyond it. At the nodes the factors vanish, which gives P(x_k) = 1 for x_k ≤ x_m and P(x_k) = 0 for x_k > x_m.

## From exactness to the two bounds

Because f_i ≥ 0,

Σ_{e_i ≤ x_m} f_i ≤ Σ_i f_i P(e_i) = Σ_k w_k P(x_k) = Σ_{x_k ≤ x_m} w_k.

This is the upper inequality. Reflecting the energy axis, t → −t, preserves exactness, and the same argument gives

Σ_{e_i ≥ x_m} f_i ≤ Σ_{x_k ≥ x_m} w_k.

The choice p = 1 shows that both totals agree. Subtracting from the total gives the lower inequality.

If the nodes are distinct, the rule's weight up to x_m is w_m plus its weight strictly below x_m. The latter is at most the strength below x_m, hence at most the strength up to x_m. Therefore

0 ≤ Σ_{x_k ≤ x_m} w_k − Σ_{e_i ≤ x_m} f_i ≤ w_m.

## Exactness as a predicate on finite families

```lean
import Mathlib

open Polynomial

namespace ChebyshevMarkovStieltjes
```

The spectrum is a pair of functions `f e : ι → ℝ` on a finite index type, and the rule is a pair `w x : κ → ℝ`. The letter `e` denotes energies, and `f` is a list of strengths, not an integrand.

```lean
/-- The rule with weights `w` at nodes `x` reproduces the spectral sums `∑ f_i p(e_i)` of all
real polynomials `p` of degree at most `d`. -/
def ExactThrough {ι κ : Type*} [Fintype ι] [Fintype κ] (d : ℕ)
    (f e : ι → ℝ) (w x : κ → ℝ) : Prop :=
  ∀ p : ℝ[X], p.natDegree ≤ d → ∑ k, w k * p.eval (x k) = ∑ i, f i * p.eval (e i)
```

`ExactThrough d f e w x` is the matching of spectral sums through degree `d`. It is assumed of the rule. That a rule computed from an actual Hamiltonian, for instance by a Lanczos recursion, satisfies it is a separate step, and rounding makes it hold only approximately. Continuous spectra would need integrals in place of the sums over `ι`.

## The recursion and the majorant in Lean

```lean
/-- For points `a ≤ c` and points `b > c`, listed with multiplicity, some polynomial `P`, of degree
at most the number of points minus one (0 if there are no points), has the factor `∏ (b - t)`, while
`1 - P` has the factor `∏ (t - a)`; the cofactor of `P` is nonnegative for `t ≥ c` and that of
`1 - P` for `t ≤ c`. -/
theorem exists_step_polynomial (c : ℝ) (as : List ℝ) :
    ∀ bs : List ℝ, (∀ a ∈ as, a ≤ c) → (∀ b ∈ bs, c < b) →
    ∃ (P : ℝ[X]) (S R : ℝ → ℝ), P.natDegree ≤ as.length + bs.length - 1 ∧
      ∀ t, P.eval t = (bs.map fun b => b - t).prod * S t ∧
        1 - P.eval t = (as.map fun a => t - a).prod * R t ∧
        (c ≤ t → 0 ≤ S t) ∧ (t ≤ c → 0 ≤ R t) := by
  induction as with
  | nil =>
    intro bs _ _
    exact ⟨0, fun _ => 0, fun _ => 1, by simp, fun t => by simp⟩
  | cons a as iha =>
    intro bs
    induction bs with
    | nil =>
      intro _ _
      exact ⟨1, fun _ => 1, fun _ => 0, by simp, fun t => by simp⟩
    | cons b bs ihb =>
      intro ha hb
      have hac : a ≤ c := ha a (by simp)
      have hcb : c < b := hb b (by simp)
      have hab : 0 < b - a := by linarith
      obtain ⟨u, hu0, hu⟩ : ∃ u : ℝ, 0 < u ∧ u * (b - a) = 1 :=
        ⟨(b - a)⁻¹, inv_pos.mpr hab, inv_mul_cancel₀ hab.ne'⟩
      obtain ⟨P₁, S₁, R₁, d₁, h₁⟩ :=
        iha (b :: bs) (fun y hy => ha y (List.mem_cons_of_mem _ hy)) hb
      obtain ⟨P₂, S₂, R₂, d₂, h₂⟩ :=
        ihb ha (fun y hy => hb y (List.mem_cons_of_mem _ hy))
      simp only [List.length_cons] at d₁ d₂
      -- linear interpolation between the problem without `a` and the problem without `b`
      refine ⟨C u * ((X - C a) * P₁ - (X - C b) * P₂),
        fun t => u * ((t - a) * S₁ t + S₂ t),
        fun t => u * (R₁ t + (b - t) * R₂ t), ?_, fun t => ?_⟩
      · refine (natDegree_C_mul_le _ _).trans ((natDegree_sub_le _ _).trans (max_le ?_ ?_))
        · refine natDegree_mul_le.trans ?_
          rw [natDegree_X_sub_C]
          simp only [List.length_cons]
          omega
        · refine natDegree_mul_le.trans ?_
          rw [natDegree_X_sub_C]
          simp only [List.length_cons]
          omega
      · obtain ⟨p₁, q₁, s₁, r₁⟩ := h₁ t
        obtain ⟨p₂, q₂, s₂, r₂⟩ := h₂ t
        simp only [List.map_cons, List.prod_cons] at p₁ q₂ ⊢
        simp only [eval_mul, eval_sub, eval_C, eval_X]
        refine ⟨?_, ?_, fun ht => ?_, fun ht => ?_⟩
        · linear_combination u * (t - a) * p₁ + u * (b - t) * p₂
        · linear_combination u * (t - a) * q₁ + u * (b - t) * q₂ - hu
        · exact mul_nonneg hu0.le
            (add_nonneg (mul_nonneg (by linarith) (s₁ ht)) (s₂ ht))
        · exact mul_nonneg hu0.le
            (add_nonneg (r₁ ht) (mul_nonneg (by linarith) (r₂ ht)))
```

The points are lists, so multiplicity is kept. The nested inductions on `as` and `bs` supply P₁ as `iha (b :: bs)` and P₂ as `ihb`. In the polynomial, `X` is the variable and `C` embeds constants; the term `- (X - C b) * P₂` is the (b − t) P₂ of the derivation. The two `linear_combination` lines check the factorisations, the second using `hu`, which states u(b − a) = 1. The last two goals are the signs of S and R.

```lean
/-- For `n + 1` nodes, some polynomial of degree at most `2n` is nowhere below the step function
that drops from 1 to 0 just after the node `x m`, and equals it at every node. -/
theorem exists_majorant {n : ℕ} (x : Fin (n + 1) → ℝ) (m : Fin (n + 1)) :
    ∃ P : ℝ[X], P.natDegree ≤ 2 * n ∧
      (∀ k, P.eval (x k) = if x k ≤ x m then 1 else 0) ∧
      ∀ t, (if t ≤ x m then (1 : ℝ) else 0) ≤ P.eval t := by
  obtain ⟨l, hl, hll⟩ : ∃ l : List ℝ, (∀ a, a ∈ l ↔ ∃ k, x k < x m ∧ x k = a) ∧
      l.length = (Finset.univ.filter fun k => x k < x m).card :=
    ⟨(Finset.univ.filter fun k => x k < x m).toList.map x, by simp, by simp⟩
  obtain ⟨v, hv, hvl⟩ : ∃ v : List ℝ, (∀ a, a ∈ v ↔ ∃ k, x m < x k ∧ x k = a) ∧
      v.length = (Finset.univ.filter fun k => x m < x k).card :=
    ⟨(Finset.univ.filter fun k => x m < x k).toList.map x, by simp, by simp⟩
  have hcard : l.length + v.length ≤ n := by
    have hd : Disjoint (Finset.univ.filter fun k => x k < x m)
        (Finset.univ.filter fun k => x m < x k) := by
      rw [Finset.disjoint_left]
      intro k h1 h2
      exact lt_asymm (Finset.mem_filter.mp h1).2 (Finset.mem_filter.mp h2).2
    rw [hll, hvl, ← Finset.card_union_of_disjoint hd]
    have hsub : (Finset.univ.filter fun k => x k < x m) ∪
        (Finset.univ.filter fun k => x m < x k) ⊆ Finset.univ.erase m := by
      intro k hk
      refine Finset.mem_erase.mpr ⟨?_, Finset.mem_univ k⟩
      rintro rfl
      simp at hk
    simpa using Finset.card_le_card hsub
  -- every node except `x m` is doubled
  obtain ⟨P, S, R, hdeg, h⟩ := exists_step_polynomial (x m) (x m :: (l ++ l)) (v ++ v)
    (by
      intro a ha
      simp only [List.mem_cons, List.mem_append, or_self] at ha
      rcases ha with rfl | ha
      · exact le_rfl
      · obtain ⟨k, hk, rfl⟩ := (hl a).mp ha
        exact hk.le)
    (by
      intro b hb
      simp only [List.mem_append, or_self] at hb
      obtain ⟨k, hk, rfl⟩ := (hv b).mp hb
      exact hk)
  refine ⟨P, ?_, fun k => ?_, fun t => ?_⟩
  · simp only [List.length_cons, List.length_append] at hdeg
    omega
  · obtain ⟨p, q, -, -⟩ := h (x k)
    by_cases hk : x k ≤ x m
    · have hmem : x k ∈ x m :: (l ++ l) := by
        rcases hk.lt_or_eq with h1 | h1
        · exact List.mem_cons_of_mem _ (List.mem_append_left _ ((hl _).mpr ⟨k, h1, rfl⟩))
        · rw [h1]
          exact List.mem_cons_self
      rw [List.prod_eq_zero (List.mem_map.mpr ⟨x k, hmem, sub_self _⟩), zero_mul] at q
      rw [if_pos hk]
      linarith
    · have hmem : x k ∈ v ++ v :=
        List.mem_append_left _ ((hv _).mpr ⟨k, not_le.mp hk, rfl⟩)
      have hz : (List.map (fun b => b - x k) (v ++ v)).prod = 0 :=
        List.prod_eq_zero (List.mem_map.mpr ⟨x k, hmem, sub_self _⟩)
      rw [hz, zero_mul] at p
      rw [if_neg hk, p]
  · obtain ⟨p, q, s, r⟩ := h t
    simp only [List.map_cons, List.prod_cons, List.map_append, List.prod_append] at p q
    by_cases ht : t ≤ x m
    · rw [if_pos ht]
      have := mul_nonneg (mul_nonneg (sub_nonneg.mpr ht)
        (mul_self_nonneg (l.map fun a => t - a).prod)) (r ht)
      linarith
    · rw [if_neg ht, p]
      exact mul_nonneg (mul_self_nonneg _) (s (not_le.mp ht).le)
```

Here `l` lists the nodes below `x m` and `v` those above. The bound `hcard` says that together they number at most `n`, since the index `m` belongs to neither. The recursion is applied to `x m :: (l ++ l)` and `v ++ v`, which is the doubling. The remaining goals are the degree, the values at the nodes, where a product contains a zero factor, and the majorant property, where the doubled factors appear as squares.

## The inequalities and the error at a node

```lean
/-- The total of `g` is the part located below `c` plus the part located at or above `c`. -/
theorem sum_below_add_sum_above {α : Type*} [Fintype α] (g y : α → ℝ) (c : ℝ) :
    ∑ i with y i < c, g i + ∑ i with c ≤ y i, g i = ∑ i, g i := by
  rw [Finset.sum_filter, Finset.sum_filter, ← Finset.sum_add_distrib]
  refine Finset.sum_congr rfl fun i _ => ?_
  rcases lt_or_ge (y i) c with h | h
  · simp [h, not_le_of_gt h]
  · simp [h, not_lt_of_ge h]
```

This splits a total at `c` into the part strictly below and the part at or above; it serves both the strengths and the weights.

```lean
variable {ι : Type*} [Fintype ι] {n : ℕ} {f e : ι → ℝ} {w x : Fin (n + 1) → ℝ}

/-- For nonnegative strengths and an `(n + 1)`-node rule exact through degree `2n`, the strength
up to and including a node is at most the rule's weight up to and including it. -/
theorem strength_le_weight (hf : ∀ i, 0 ≤ f i) (h : ExactThrough (2 * n) f e w x)
    (m : Fin (n + 1)) : ∑ i with e i ≤ x m, f i ≤ ∑ k with x k ≤ x m, w k := by
  obtain ⟨P, hdeg, hnode, hmaj⟩ := exists_majorant x m
  calc ∑ i with e i ≤ x m, f i = ∑ i, f i * (if e i ≤ x m then 1 else 0) := by
        simp only [Finset.sum_filter, mul_ite, mul_one, mul_zero]
    _ ≤ ∑ i, f i * P.eval (e i) :=
        Finset.sum_le_sum fun i _ => mul_le_mul_of_nonneg_left (hmaj _) (hf i)
    _ = ∑ k, w k * P.eval (x k) := (h P hdeg).symm
    _ = ∑ k with x k ≤ x m, w k := by
        simp only [Finset.sum_filter, hnode, mul_ite, mul_one, mul_zero]
```

An expression such as `∑ i with e i ≤ x m, f i` is a sum restricted to the indices that meet the condition. Nodes are indexed by `Fin (n + 1)`, so there is always at least one. The `calc` block is the chain of relations for the upper inequality, with `hmaj` giving the inequality and `h P hdeg` the exactness.

```lean
/-- **Chebyshev-Markov-Stieltjes inequalities.** For nonnegative strengths and an `(n + 1)`-node
rule exact through degree `2n`, the rule's weight below a node is at most the strength below it, and
the strength up to and including the node is at most the rule's total weight up to and including it.
-/
theorem chebyshev_markov_stieltjes (hf : ∀ i, 0 ≤ f i)
    (h : ExactThrough (2 * n) f e w x) (m : Fin (n + 1)) :
    ∑ k with x k < x m, w k ≤ ∑ i with e i < x m, f i ∧
      ∑ i with e i ≤ x m, f i ≤ ∑ k with x k ≤ x m, w k := by
  refine ⟨?_, strength_le_weight hf h m⟩
  -- reflect the energy axis
  have hneg : ExactThrough (2 * n) f (fun i => -e i) w (fun k => -x k) := by
    intro p hp
    have := h (p.comp (-X)) (by
      rw [natDegree_comp, natDegree_neg, natDegree_X, mul_one]
      exact hp)
    simpa only [eval_comp, eval_neg, eval_X] using this
  have r : ∑ i with -e i ≤ -x m, f i ≤ ∑ k with -x k ≤ -x m, w k :=
    strength_le_weight hf hneg m
  have e₁ : ∑ i with -e i ≤ -x m, f i = ∑ i with x m ≤ e i, f i :=
    Finset.sum_congr (by ext i; simp) fun _ _ => rfl
  have e₂ : ∑ k with -x k ≤ -x m, w k = ∑ k with x m ≤ x k, w k :=
    Finset.sum_congr (by ext k; simp) fun _ _ => rfl
  rw [e₁, e₂] at r
  -- subtract from the total strength
  have total : ∑ k, w k = ∑ i, f i := by
    simpa using h 1 (by simp)
  linarith [sum_below_add_sum_above f e (x m), sum_below_add_sum_above w x (x m)]
```

The conjunction holds both inequalities. For the first, `hneg` transfers exactness to the reflected data by composing each polynomial with `-X`, which leaves its degree unchanged. The facts `e₁` and `e₂` rewrite the reflected conditions, `total` comes from the constant polynomial 1, and `linarith` does the subtraction.

```lean
/-- For nonnegative strengths and an `(n + 1)`-node rule with distinct nodes that is exact through
degree `2n`, the rule overestimates the cumulative strength at a node by at least zero and at most
the weight of that node. -/
theorem cumulative_error_le_weight (hf : ∀ i, 0 ≤ f i)
    (h : ExactThrough (2 * n) f e w x) (hx : Function.Injective x) (m : Fin (n + 1)) :
    0 ≤ ∑ k with x k ≤ x m, w k - ∑ i with e i ≤ x m, f i ∧
      ∑ k with x k ≤ x m, w k - ∑ i with e i ≤ x m, f i ≤ w m := by
  obtain ⟨h₁, h₂⟩ := chebyshev_markov_stieltjes hf h m
  have hs : (Finset.univ.filter fun k => x k ≤ x m) =
      insert m (Finset.univ.filter fun k => x k < x m) := by
    ext k
    simp only [Finset.mem_filter, Finset.mem_univ, true_and, Finset.mem_insert,
      le_iff_lt_or_eq, hx.eq_iff]
    exact or_comm
  have hw : ∑ k with x k ≤ x m, w k = w m + ∑ k with x k < x m, w k := by
    rw [hs, Finset.sum_insert (by simp)]
  have hm : ∑ i with e i < x m, f i ≤ ∑ i with e i ≤ x m, f i := by
    refine Finset.sum_le_sum_of_subset_of_nonneg (fun i hi => ?_) fun i _ _ => hf i
    simp only [Finset.mem_filter, Finset.mem_univ, true_and] at hi ⊢
    exact hi.le
  constructor <;> linarith
```

Distinctness of the nodes is `Function.Injective x`. It makes `m` the only index with node `x m`, so that exactly one weight separates the two cumulative sums in `hw`.

## Two nodes: a Gauss rule and a failure at degree 1

```lean
/-- Strengths 1/8, 3/4, 1/8 at energies -2, 0, 2 are nonnegative, and the two-node rule with
weights 1/2 at -1 and 1 is exact for them through degree 3. -/
theorem exactThrough_witness :
    (∀ i, 0 ≤ (![1/8, 3/4, 1/8] : Fin 3 → ℝ) i) ∧
      ExactThrough 3 (![1/8, 3/4, 1/8] : Fin 3 → ℝ) ![-2, 0, 2]
        (![1/2, 1/2] : Fin 2 → ℝ) ![-1, 1] := by
  constructor
  · intro i
    fin_cases i <;> norm_num
  · intro p hp
    have ev : ∀ t, p.eval t = ∑ i ∈ Finset.range 4, p.coeff i * t ^ i :=
      fun t => eval_eq_sum_range' (by omega) t
    simp [ev, Fin.sum_univ_two, Fin.sum_univ_three, Finset.sum_range_succ]
    ring
```

Both families have total 1, second moment 1 and vanishing first and third moments. This is a Gauss rule for n = 1, and it satisfies the hypotheses with a degree to spare. The proof expands a polynomial of degree at most 3 in its coefficients and compares the sums.

```lean
/-- Exactness through degree 1 is not enough for two nodes: with strengths 1/4, 3/4 at energies -3,
1 and weights 1/2 at nodes -1, 1, the rule's weight below the node 1 exceeds the strength below it.
-/
theorem degree_one_insufficient :
    ExactThrough 1 (![1/4, 3/4] : Fin 2 → ℝ) ![-3, 1] (![1/2, 1/2] : Fin 2 → ℝ) ![-1, 1] ∧
      ¬ (∑ k with (![-1, 1] : Fin 2 → ℝ) k < 1, (![1/2, 1/2] : Fin 2 → ℝ) k ≤
        ∑ i with (![-3, 1] : Fin 2 → ℝ) i < 1, (![1/4, 3/4] : Fin 2 → ℝ) i) := by
  constructor
  · intro p hp
    have ev : ∀ t, p.eval t = ∑ i ∈ Finset.range 2, p.coeff i * t ^ i :=
      fun t => eval_eq_sum_range' (by omega) t
    simp [ev, Fin.sum_univ_two, Finset.sum_range_succ]
    ring
  · norm_num [Finset.sum_filter, Fin.sum_univ_two]

end ChebyshevMarkovStieltjes
```

In this second example the totals and means agree, but the second moments are 3 for the strengths and 1 for the rule. Below the node 1 the rule has weight 1/2 and the spectrum only strength 1/4. For two nodes, then, exactness through degree 1 does not suffice, even with distinct nodes and positive weights.

```lean
#print axioms ChebyshevMarkovStieltjes.chebyshev_markov_stieltjes
#print axioms ChebyshevMarkovStieltjes.cumulative_error_le_weight
#print axioms ChebyshevMarkovStieltjes.degree_one_insufficient
```

```
'ChebyshevMarkovStieltjes.chebyshev_markov_stieltjes' depends on axioms: [propext, Classical.choice, Quot.sound]
'ChebyshevMarkovStieltjes.cumulative_error_le_weight' depends on axioms: [propext, Classical.choice, Quot.sound]
'ChebyshevMarkovStieltjes.degree_one_insufficient' depends on axioms: [propext, Classical.choice, Quot.sound]
```
